# For a star molecule with equal outer atoms, all LINCS coupling eigenvalues lie in (−1, 1) for every set of bond directions exactly when the number of bonds is below 2 plus the central-to-outer mass ratio

If the coupling matrix $A$ of a constrained molecule has an eigenvalue $\mu\le-1$, raising the expansion order in LINCS does not reduce the error along the corresponding eigenvector. The algorithm replaces $(1-A)^{-1}$ by $1+A+A^2+\dots+A^N$. Along an eigenvector of $\mu$ the error of this sum has size $|\mu|^{N+1}/|1-\mu|$, which stays constant for $\mu=-1$ and grows with $N$ for $\mu<-1$. Since bond directions change during a run, a condition that does not involve them is useful.

Here a central mass $m_0>0$ is bonded to $k$ atoms of mass $m>0$, with no constraints between the outer atoms. The condition turns out to be $k<2+m_0/m$. When it holds, the expansion converges for every geometry of such an isolated star. When it fails, some set of bond directions makes the expansion fail to converge, but this need not be one that a real molecule can adopt.

```lean
import Mathlib

open Matrix

namespace LincsStar

noncomputable section

variable {k : ℕ} {m0 m : ℝ} {e : Fin k → Fin 3 → ℝ}
```

## From bond lengths to the coupling matrix

Let $e_i$ be the unit vector from the centre to outer atom $i$. The length $|r_i-r_0|$ of bond $i$ has gradient $e_i$ with respect to the outer position $r_i$ and $-e_i$ with respect to the central position $r_0$. These gradients are the rows of the matrix $B$. In Lean, `jacobian` is defined by these entries, not by differentiation. Its columns are labelled by an atom and a Cartesian component, where `none` is the centre and `some i` an outer atom.

```lean
/-- Jacobian of the bond lengths of a star molecule with bond directions `e i`: bond `i` has
gradient `e i` on its outer atom `some i` and `-e i` on the central atom `none`. -/
def jacobian (e : Fin k → Fin 3 → ℝ) : Matrix (Fin k) (Option (Fin k) × Fin 3) ℝ :=
  Matrix.of fun i p => p.1.elim (-e i p.2) (fun j => if i = j then e i p.2 else 0)
```

The inverse mass matrix $M^{-1}$ is diagonal, with $1/m_0$ for the centre and $1/m$ for each outer atom.

```lean
/-- Inverse mass matrix for a central mass `m0` and outer masses `m`, all nonzero. -/
def invMass (k : ℕ) (m0 m : ℝ) :
    Matrix (Option (Fin k) × Fin 3) (Option (Fin k) × Fin 3) ℝ :=
  Matrix.diagonal fun p => p.1.elim (1 / m0) (fun _ => 1 / m)
```

LINCS scales each bond by $s=(1/m_0+1/m)^{-1/2}$, so $S=s\,1$.

```lean
/-- The LINCS normalisation: the diagonal matrix with entries `1 / √(1/m0 + 1/m)`,
for positive masses. -/
def scaling (k : ℕ) (m0 m : ℝ) : Matrix (Fin k) (Fin k) ℝ :=
  Matrix.diagonal fun _ => 1 / √(1 / m0 + 1 / m)
```

The coupling matrix is then $A=1-S\,B\,M^{-1}B^{T}S$. Reversing the direction convention of a bond flips the sign of one row and one column of $A$ and leaves the eigenvalues unchanged.

```lean
/-- The normalised LINCS coupling matrix `1 - S B M⁻¹ Bᵀ S` of the star, for positive masses. -/
def coupling (m0 m : ℝ) (e : Fin k → Fin 3 → ℝ) : Matrix (Fin k) (Fin k) ℝ :=
  1 - scaling k m0 m * (jacobian e * invMass k m0 m * (jacobian e)ᵀ) * scaling k m0 m
```

An eigenvalue is a real $\mu$ with $Ax=\mu x$ for some $x\neq0$. Real values suffice because $A$ is symmetric. For the same reason the series converges exactly when all eigenvalues lie in $(-1,1)$; this step from spectrum to convergence is standard linear algebra and is used here without a Lean proof.

```lean
/-- `μ` is a real eigenvalue of `A`: some nonzero vector is multiplied by `μ`. -/
def IsEigenvalue (A : Matrix (Fin k) (Fin k) ℝ) (μ : ℝ) : Prop :=
  ∃ x : Fin k → ℝ, x ≠ 0 ∧ A *ᵥ x = μ • x
```

The components $x_i$ act as weights on the bonds. Their resultant is $V=\sum_i x_i e_i$, written `resultant e x`.

```lean
/-- The vector sum of the bond directions with weights `x i`. -/
def resultant (e : Fin k → Fin 3 → ℝ) (x : Fin k → ℝ) : Fin 3 → ℝ := ∑ i, x i • e i
```

## The matrix elements

In $(BM^{-1}B^T)_{ij}$ the centre contributes $(-e_i)\cdot(-e_j)/m_0$. An outer atom contributes only if it belongs to both bonds, that is, if $i=j$. Hence

$$(BM^{-1}B^T)_{ij}=\left(\frac{\delta_{ij}}{m}+\frac1{m_0}\right)e_i\cdot e_j .$$

The Lean proof expands the sum over atoms and components, then separates $i=j$ from $i\ne j$.

```lean
/-- Two bonds of the star are coupled through the central mass only; the outer mass enters
on the diagonal. -/
theorem stretching_apply (m0 m : ℝ) (e : Fin k → Fin 3 → ℝ) (i j : Fin k) :
    (jacobian e * invMass k m0 m * (jacobian e)ᵀ) i j
      = ((if i = j then 1 / m else 0) + 1 / m0) * (e i ⬝ᵥ e j) := by
  rw [Matrix.mul_apply]
  simp only [invMass, Matrix.mul_diagonal, Matrix.transpose_apply, jacobian, Matrix.of_apply,
    Fintype.sum_prod_type, Fintype.sum_option, Option.elim_none, Option.elim_some,
    Fin.sum_univ_three, Finset.sum_add_distrib, dotProduct, mul_ite, mul_zero,
    Finset.sum_ite_eq, Finset.mem_univ, if_true]
  by_cases h : i = j
  · subst h
    simp only [if_true]
    ring
  · simp only [h, if_false]
    ring
```

With $s^2=m_0m/(m_0+m)$, the off-diagonal elements of $A$ are $-(s^2/m_0)\,e_i\cdot e_j$. The diagonal ones are $1-s^2(1/m+1/m_0)=0$, since $e_i\cdot e_i=1$. Both cases read

$$A_{ij}=\frac{m}{m_0+m}\,(\delta_{ij}-e_i\cdot e_j).$$

In the proof, `hs` is the value of $s^2$, and `he` is the unit length of the bond directions.

```lean
/-- For positive masses and unit bond directions the coupling matrix has the entries
`m / (m0 + m) * (δ_ij - e_i · e_j)`. -/
theorem coupling_apply (h0 : 0 < m0) (hm : 0 < m) (he : ∀ i, e i ⬝ᵥ e i = 1) (i j : Fin k) :
    coupling m0 m e i j = m / (m0 + m) * ((if i = j then 1 else 0) - e i ⬝ᵥ e j) := by
  have hs : 1 / √(1 / m0 + 1 / m) * (1 / √(1 / m0 + 1 / m)) = m0 * m / (m0 + m) := by
    rw [div_mul_div_comm, Real.mul_self_sqrt (by positivity),
      div_add_div _ _ h0.ne' hm.ne']
    simp only [one_mul, mul_one, one_div_div, add_comm m m0]
  have hsum : m0 + m ≠ 0 := by positivity
  rw [coupling, Matrix.sub_apply, scaling, Matrix.mul_diagonal, Matrix.diagonal_mul,
    stretching_apply, Matrix.one_apply, mul_right_comm, hs]
  by_cases h : i = j
  · subst h
    simp only [if_true, he]
    field_simp
    ring
  · simp only [h, if_false]
    field_simp
    ring
```

## Eigenvalues in terms of the resultant

For any vector $w$, linearity gives $V\cdot w=\sum_i x_i\,(e_i\cdot w)$.

```lean
/-- The projection of the weighted bond sum on `w` is the weighted sum of the projections. -/
theorem resultant_dot (e : Fin k → Fin 3 → ℝ) (x : Fin k → ℝ) (w : Fin 3 → ℝ) :
    resultant e x ⬝ᵥ w = ∑ i, x i * (e i ⬝ᵥ w) := by
  simp only [resultant, sum_dotProduct, smul_dotProduct, smul_eq_mul]
```

Summing $A_{ij}x_j$ over $j$ therefore gives

$$(Ax)_i=\frac{m}{m_0+m}\,(x_i-e_i\cdot V).$$

```lean
/-- For positive masses and unit bond directions, the coupling matrix sends bond weights `x` with
resultant `V` to the weights `m / (m0 + m) * (x i - e i · V)`. -/
theorem coupling_mulVec (h0 : 0 < m0) (hm : 0 < m) (he : ∀ i, e i ⬝ᵥ e i = 1)
    (x : Fin k → ℝ) (i : Fin k) :
    (coupling m0 m e *ᵥ x) i = m / (m0 + m) * (x i - e i ⬝ᵥ resultant e x) := by
  have h1 : (coupling m0 m e *ᵥ x) i = ∑ j, coupling m0 m e i j * x j := rfl
  have h2 : ∀ j, coupling m0 m e i j * x j
      = m / (m0 + m) * ((if i = j then x j else 0) - x j * (e j ⬝ᵥ e i)) := by
    intro j
    rw [coupling_apply h0 hm he, dotProduct_comm (e i) (e j)]
    split_ifs <;> ring
  rw [h1, Finset.sum_congr rfl (fun j _ => h2 j), ← Finset.mul_sum, Finset.sum_sub_distrib,
    dotProduct_comm (e i) (resultant e x), resultant_dot]
  simp
```

If $Ax=\mu x$, multiply this equation by $(m_0+m)x_i$ and sum over $i$:

$$(m_0+m)\,\mu\,|x|^2=m\,(|x|^2-|V|^2).$$

The multiplication by $x_i$ is the final `linear_combination`.

```lean
/-- For positive masses and unit bond directions, an eigenvalue is fixed by the squared lengths
of its eigenvector and of the resultant. -/
theorem eigenvalue_relation (h0 : 0 < m0) (hm : 0 < m) (he : ∀ i, e i ⬝ᵥ e i = 1)
    {x : Fin k → ℝ} {μ : ℝ} (h : coupling m0 m e *ᵥ x = μ • x) :
    (m0 + m) * (μ * (x ⬝ᵥ x)) = m * (x ⬝ᵥ x - resultant e x ⬝ᵥ resultant e x) := by
  have hsum : m0 + m ≠ 0 := by positivity
  have hi : ∀ i, (m0 + m) * (μ * x i) = m * (x i - e i ⬝ᵥ resultant e x) := by
    intro i
    have h1 := coupling_mulVec h0 hm he x i
    rw [h, Pi.smul_apply, smul_eq_mul] at h1
    rw [h1, ← mul_assoc, mul_div_cancel₀ _ hsum]
  -- multiply the eigenvalue equation by x and sum over the bonds
  rw [resultant_dot, show x ⬝ᵥ x = ∑ i, x i * x i from rfl, ← Finset.sum_sub_distrib,
    Finset.mul_sum, Finset.mul_sum, Finset.mul_sum]
  refine Finset.sum_congr rfl fun i _ => ?_
  linear_combination x i * hi i
```

## The largest possible resultant

Expand the squared differences of the weighted bond vectors, using $|e_i|=1$:

$$\sum_{i,j}|x_ie_i-x_je_j|^2=\sum_{i,j}\left(x_i^2+x_j^2-2x_ix_j\,e_i\cdot e_j\right)=2\,(k|x|^2-|V|^2).$$

Lean does the inner sum over $j$ first (`hin`), then the sum over $i$.

```lean
/-- For unit bond directions, the squared differences of the weighted bond vectors measure how
far the squared resultant stays below `k` times the squared length of `x`. -/
theorem sum_sq_differences (he : ∀ i, e i ⬝ᵥ e i = 1) (x : Fin k → ℝ) :
    ∑ i, ∑ j, (x i • e i - x j • e j) ⬝ᵥ (x i • e i - x j • e j)
      = 2 * (k * (x ⬝ᵥ x) - resultant e x ⬝ᵥ resultant e x) := by
  have hc : ∀ c : ℝ, (k : ℝ) * c = ∑ _j : Fin k, c := by intro c; simp
  have hin : ∀ i, ∑ j, (x i • e i - x j • e j) ⬝ᵥ (x i • e i - x j • e j)
      = k * (x i * x i) + x ⬝ᵥ x - 2 * (x i * (e i ⬝ᵥ resultant e x)) := by
    intro i
    rw [dotProduct_comm (e i) (resultant e x), resultant_dot, hc,
      show x ⬝ᵥ x = ∑ j, x j * x j from rfl, Finset.mul_sum, Finset.mul_sum,
      ← Finset.sum_add_distrib, ← Finset.sum_sub_distrib]
    refine Finset.sum_congr rfl fun j _ => ?_
    simp only [sub_dotProduct, dotProduct_sub, smul_dotProduct, dotProduct_smul, smul_eq_mul,
      he, dotProduct_comm (e i) (e j)]
    ring
  rw [Finset.sum_congr rfl (fun i _ => hin i), Finset.sum_sub_distrib, Finset.sum_add_distrib,
    ← Finset.mul_sum, ← Finset.mul_sum, ← resultant_dot, ← hc,
    show ∑ i, x i * x i = x ⬝ᵥ x from rfl]
  ring
```

The left side is non-negative, so $|V|^2\le k|x|^2$. Inserting this in the eigenvalue relation gives $(m_0+m)\mu|x|^2\ge -m(k-1)|x|^2$. Dropping $|V|^2$ instead gives $(m_0+m)\mu|x|^2\le m|x|^2<(m_0+m)|x|^2$. Since $|x|^2>0$,

$$-\frac{m(k-1)}{m_0+m}\le\mu<1 .$$

Lean obtains the upper bound by contradiction from $\mu\ge1$.

```lean
/-- For positive masses and unit bond directions, every eigenvalue of the coupling matrix is
below `1` and at least `-m (k - 1) / (m0 + m)`. -/
theorem eigenvalue_bounds (h0 : 0 < m0) (hm : 0 < m) (he : ∀ i, e i ⬝ᵥ e i = 1)
    {μ : ℝ} (h : IsEigenvalue (coupling m0 m e) μ) :
    -(m * (k - 1) / (m0 + m)) ≤ μ ∧ μ < 1 := by
  obtain ⟨x, hx, hμ⟩ := h
  have hr := eigenvalue_relation h0 hm he hμ
  have hnn : ∀ v : Fin 3 → ℝ, 0 ≤ v ⬝ᵥ v := fun v =>
    Finset.sum_nonneg fun i _ => mul_self_nonneg (v i)
  have hX0 : 0 ≤ x ⬝ᵥ x := Finset.sum_nonneg fun i _ => mul_self_nonneg (x i)
  have hX : 0 < x ⬝ᵥ x :=
    lt_of_le_of_ne hX0 fun h => hx (dotProduct_self_eq_zero.1 h.symm)
  have hS : 0 ≤ 2 * (k * (x ⬝ᵥ x) - resultant e x ⬝ᵥ resultant e x) := by
    rw [← sum_sq_differences he x]
    exact Finset.sum_nonneg fun i _ => Finset.sum_nonneg fun j _ => hnn _
  constructor
  · have h1 : 0 ≤ ((m0 + m) * μ + m * (k - 1)) * (x ⬝ᵥ x) := by
      have h2 := mul_nonneg hm.le hS
      linarith
    have h3 := (mul_nonneg_iff_of_pos_right hX).1 h1
    rw [← neg_div, div_le_iff₀ (by positivity)]
    linarith
  · by_contra hc
    have h1 : 0 ≤ (m0 + m) * ((μ - 1) * (x ⬝ᵥ x)) :=
      mul_nonneg (by positivity) (mul_nonneg (by linarith) hX0)
    have h2 := mul_nonneg hm.le (hnn (resultant e x))
    have h3 := mul_pos h0 hX
    linarith
```

## Parallel bonds reach the lower bound

Let all $e_i=u$ and all $x_i=1$. Then $V=ku$ and

$$(Ax)_i=\frac{m}{m_0+m}\,(1-k).$$

For $k\ge1$ this is an eigenvector; its normalised weights are $1/\sqrt k$.

```lean
/-- For positive masses and all bonds along one unit vector `u`, equal weights on all bonds are
multiplied by `-m (k - 1) / (m0 + m)`. -/
theorem parallel_bonds (h0 : 0 < m0) (hm : 0 < m) {u : Fin 3 → ℝ} (hu : u ⬝ᵥ u = 1) :
    coupling m0 m (fun _ : Fin k => u) *ᵥ (fun _ => 1)
      = (-(m * (k - 1) / (m0 + m))) • (fun _ => 1) := by
  ext i
  have h1 : u ⬝ᵥ resultant (fun _ : Fin k => u) (fun _ => 1) = k := by
    rw [dotProduct_comm, resultant_dot]
    simp [hu]
  rw [coupling_mulVec h0 hm (fun _ => hu)]
  simp only [h1, Pi.smul_apply, smul_eq_mul]
  ring
```

## The mass condition

The lower bound exceeds $-1$ exactly when $m(k-1)<m_0+m$, that is, when $k<2+m_0/m$. In that case every eigenvalue lies in $(-1,1)$. If instead $k\ge2+m_0/m$, the parallel arrangement has an eigenvalue at or below $-1$.

The theorem quantifies over all `e` with `e i ⬝ᵥ e i = 1`, including directions that no real molecule adopts. Failure of the inequality therefore means that some arrangement is bad, not that a given molecule is. The number $k$ is any natural number: for $k=0$ there are no eigenvalues, and for $k\le2$ the inequality always holds. Positive masses exclude massless sites.

The first half of the Lean proof treats the case $k\ge2+m_0/m$, with the direction `![1, 0, 0]` for every bond. The second half treats $k<2+m_0/m$ with the bounds on $\mu$.

```lean
/-- A central mass `m0 > 0` is bonded to `k` atoms of mass `m > 0`. All eigenvalues of the
normalised LINCS coupling matrix lie in `(-1, 1)` for every choice of unit bond directions
if and only if `k < 2 + m0 / m`. -/
theorem eigenvalues_in_unit_interval_iff (h0 : 0 < m0) (hm : 0 < m) :
    (∀ e : Fin k → Fin 3 → ℝ, (∀ i, e i ⬝ᵥ e i = 1) →
      ∀ μ, IsEigenvalue (coupling m0 m e) μ → -1 < μ ∧ μ < 1) ↔ (k : ℝ) < 2 + m0 / m := by
  have hq : m0 / m * m = m0 := div_mul_cancel₀ _ hm.ne'
  constructor
  · intro H
    by_contra hk
    have hk' := not_lt.1 hk
    have hpos : 0 < k := by
      have h1 : 0 < m0 / m := by positivity
      have h2 : (0 : ℝ) < k := by linarith
      exact_mod_cast h2
    -- parallel bonds are the worst case
    have hu : (![1, 0, 0] : Fin 3 → ℝ) ⬝ᵥ ![1, 0, 0] = 1 := by
      simp [dotProduct, Fin.sum_univ_three]
    have hne : (fun _ : Fin k => (1 : ℝ)) ≠ 0 := fun h =>
      one_ne_zero (congrFun h ⟨0, hpos⟩)
    have h1 := (H _ (fun _ => hu) _ ⟨_, hne, parallel_bonds h0 hm hu⟩).1
    have h2 : m * ((k : ℝ) - 1) / (m0 + m) < 1 := by linarith
    rw [div_lt_one (by positivity)] at h2
    have h3 := mul_le_mul_of_nonneg_right hk' hm.le
    linarith
  · intro hk e he μ hμ
    obtain ⟨h1, h2⟩ := eigenvalue_bounds h0 hm he hμ
    refine ⟨lt_of_lt_of_le ?_ h1, h2⟩
    have h3 := mul_lt_mul_of_pos_right hk hm
    have h4 : m * ((k : ℝ) - 1) / (m0 + m) < 1 := by
      rw [div_lt_one (by positivity)]
      linarith
    linarith
```

Take $m_0=12$, $m=36$ and $k=4$, roughly the masses of carbon tetrachloride. Then $2+m_0/m=7/3<4$, so the condition fails, and parallel bonds give $\mu=-\tfrac34\cdot3=-\tfrac94$. In the tetrahedral geometry $e_i\cdot e_j=-\tfrac13$ for $i\neq j$. Equal weights have $V=0$ and $\mu=\tfrac34$, while weights with zero sum have $|V|^2=\tfrac43|x|^2$ and $\mu=-\tfrac14$. At this geometry the expansion converges.

## Equality with two non-collinear bonds

Now allow $k\le2+m_0/m$, and let two bonds $a$ and $b$ satisfy $e_a\ne\pm e_b$. Suppose $\mu\le-1$. The eigenvalue relation gives

$$|V|^2\ge\left(2+\frac{m_0}{m}\right)|x|^2\ge k|x|^2 .$$

The sum of squared differences is then at most zero, so every term vanishes and $x_ie_i=x_je_j$ for all $i,j$ (`hz`). Taking squared lengths gives $x_i^2=x_j^2$ (`hsq`), and no weight is zero because $x\ne0$. Thus $x_a=\pm x_b$, which forces $e_a=\pm e_b$, a contradiction. The closing `rcases` treats the two signs.

```lean
/-- For positive masses, unit bond directions and `k ≤ 2 + m0 / m`, all eigenvalues lie in `(-1, 1)`
if some two bonds are neither parallel nor antiparallel. -/
theorem noncollinear_threshold (h0 : 0 < m0) (hm : 0 < m) (he : ∀ i, e i ⬝ᵥ e i = 1)
    (hk : (k : ℝ) ≤ 2 + m0 / m) {a b : Fin k} (hab : e a ≠ e b) (hab' : e a ≠ -e b)
    {μ : ℝ} (h : IsEigenvalue (coupling m0 m e) μ) : -1 < μ ∧ μ < 1 := by
  refine ⟨?_, (eigenvalue_bounds h0 hm he h).2⟩
  by_contra hc
  obtain ⟨x, hx, hμ⟩ := h
  have hr := eigenvalue_relation h0 hm he hμ
  have hX0 : 0 ≤ x ⬝ᵥ x := Finset.sum_nonneg fun i _ => mul_self_nonneg (x i)
  have hq : m0 / m * m = m0 := div_mul_cancel₀ _ hm.ne'
  have hS : k * (x ⬝ᵥ x) - resultant e x ⬝ᵥ resultant e x ≤ 0 := by
    have h1 : 0 ≤ (m0 + m) * ((-1 - μ) * (x ⬝ᵥ x)) :=
      mul_nonneg (by positivity) (mul_nonneg (by linarith) hX0)
    have h2 : (k : ℝ) * m ≤ 2 * m + m0 := by
      have h3 := mul_le_mul_of_nonneg_right hk hm.le
      linarith
    have h4 := mul_le_mul_of_nonneg_right h2 hX0
    refine le_of_mul_le_mul_left ?_ hm
    linarith
  -- so all weighted bond vectors coincide
  let D : Fin k → Fin k → ℝ := fun i j =>
    (x i • e i - x j • e j) ⬝ᵥ (x i • e i - x j • e j)
  have hD : ∀ i j, 0 ≤ D i j := fun i j => Finset.sum_nonneg fun c _ => mul_self_nonneg _
  have hsum : ∑ i, ∑ j, D i j
      = 2 * (k * (x ⬝ᵥ x) - resultant e x ⬝ᵥ resultant e x) := sum_sq_differences he x
  have hz : ∀ i j, x i • e i = x j • e j := by
    intro i j
    have h1 : D i j ≤ ∑ j, D i j :=
      Finset.single_le_sum (fun j _ => hD i j) (Finset.mem_univ j)
    have h2 : ∑ j, D i j ≤ ∑ i, ∑ j, D i j :=
      Finset.single_le_sum (f := fun i => ∑ j, D i j)
        (fun i _ => Finset.sum_nonneg fun j _ => hD i j) (Finset.mem_univ i)
    have h3 : D i j = 0 := le_antisymm (by linarith) (hD i j)
    exact sub_eq_zero.1 (dotProduct_self_eq_zero.1 h3)
  have hsq : ∀ i j, x i * x i = x j * x j := by
    intro i j
    have h1 := congrArg (fun v => v ⬝ᵥ v) (hz i j)
    simpa only [smul_dotProduct, dotProduct_smul, smul_eq_mul, he, mul_one] using h1
  have hxa : x a ≠ 0 := by
    intro h1
    apply hx
    ext i
    have h2 := hsq i a
    rw [h1, mul_zero] at h2
    exact mul_self_eq_zero.1 h2
  -- equal weights up to sign make the bonds a and b collinear
  rcases mul_self_eq_mul_self_iff.1 (hsq a b) with h1 | h1
  · refine hab (smul_right_injective (Fin 3 → ℝ) hxa ?_)
    change x a • e a = x a • e b
    rw [hz a b, h1]
  · refine hab' (smul_right_injective (Fin 3 → ℝ) hxa ?_)
    change x a • e a = x a • -e b
    rw [hz a b, h1, smul_neg, neg_smul, neg_neg]

end

end LincsStar
```

```lean
#print axioms LincsStar.eigenvalues_in_unit_interval_iff
#print axioms LincsStar.noncollinear_threshold
```

```
'LincsStar.eigenvalues_in_unit_interval_iff' depends on axioms: [propext, Classical.choice, Quot.sound]
'LincsStar.noncollinear_threshold' depends on axioms: [propext, Classical.choice, Quot.sound]
```
